# Mesh exchange energies of a decreasing, convex, integrable integrand never rise under refinement

A finer mesh can give a worse exchange energy. Let the integrand be $1$ for momentum transfers $0<q\le 1/2$ and $0$ for $1/2<q\le 1$, and let the energy be minus its integral, $-1/2$. Minus the average over the mesh points $1/2, 1$ is exactly $-1/2$; minus the average over $1/3, 2/3, 1$ is $-1/3$. Going from two points to three has raised the energy and created an error.

If the integrand $f$ is convex as well as decreasing and integrable on $(0,1]$, this cannot happen, even when $f$ diverges at $q=0$. This is a one-dimensional model of exact exchange in periodic systems, where the integrand can diverge at zero momentum transfer. The mesh leaves out $q=0$ and gives each of its $N$ points, including $q=1$, the weight $1/N$; the integrand does not change with the mesh.

## The mesh sum and the energy

```lean
import Mathlib

open Set Filter Topology MeasureTheory

namespace ExchangeMesh

noncomputable section

/-- The mesh sum `(1/N) ∑ f(j/N)` over `j = 1, …, N`, which omits the singular point `0`;
it is meant for `N ≥ 1`. -/
def meshSum (f : ℝ → ℝ) (N : ℕ) : ℝ :=
  (∑ j ∈ Finset.range N, f (((j : ℝ) + 1) / N)) / N
```

For $N$ mesh points this defines
$$S_N=\frac1N\sum_{j=0}^{N-1} f\!\left(\frac{j+1}{N}\right).$$
`Finset.range N` is the set $0,\dots,N-1$, so the points run from $1/N$ to $1$ and $q=0$ is left out. Lean also assigns a value to $S_0$, by its convention for division by zero; the inequalities below therefore assume `0 < N`.

```lean
/-- The exchange energy on a mesh of `N ≥ 1` points, with prefactor `c` and integrand `f`. -/
def exchangeEnergy (c : ℝ) (f : ℝ → ℝ) (N : ℕ) : ℝ := -c * meshSum f N
```

The energy is $E_N=-c\,S_N$. The prefactor $c$ collects constants such as the fraction of exact exchange in a hybrid functional. The energy theorems take $c\ge0$, so that a positive integrand never gives a positive energy.

## A single cell

```lean
/-- An integrand that is integrable on the unit interval is integrable between any two
points of it. -/
theorem integrable_between {f : ℝ → ℝ} (hint : IntervalIntegrable f volume 0 1)
    {a b : ℝ} (ha : a ∈ Icc (0 : ℝ) 1) (hb : b ∈ Icc (0 : ℝ) 1) :
    IntervalIntegrable f volume a b := by
  rw [← uIcc_of_le (zero_le_one' ℝ)] at ha hb
  exact hint.mono_set (uIcc_subset_uIcc ha hb)
```

`IntervalIntegrable f volume 0 1` says that $f$ is Lebesgue integrable on $(0,1]$: the singularity is weak enough for the exchange energy to be finite. Integrability then passes to every subinterval. `Icc` denotes a closed interval and `Ioc` one that is open on the left.

```lean
/-- On a cell of the unit interval, which may touch the singularity, the right-endpoint box of a
decreasing integrable integrand is at most the integral. -/
theorem box_le_integral {f : ℝ → ℝ} (hanti : AntitoneOn f (Ioc 0 1))
    (hint : IntervalIntegrable f volume 0 1) {a b : ℝ} (ha : 0 ≤ a) (hab : a < b)
    (hb : b ≤ 1) : (b - a) * f b ≤ ∫ x in a..b, f x := by
  have h : (∫ _x in a..b, f b) ≤ ∫ x in a..b, f x :=
    intervalIntegral.integral_mono_on_of_le_Ioo hab.le
      (continuous_const.intervalIntegrable a b)
      (integrable_between hint ⟨ha, hab.le.trans hb⟩ ⟨ha.trans hab.le, hb⟩)
      (fun x hx => hanti ⟨ha.trans_lt hx.1, hx.2.le.trans hb⟩ ⟨ha.trans_lt hab, hb⟩ hx.2.le)
  rwa [intervalIntegral.integral_const, smul_eq_mul] at h
```

`AntitoneOn f (Ioc 0 1)` means that $x\le y$ implies $f(y)\le f(x)$ on $(0,1]$: the integrand does not grow with momentum transfer. For $0\le a<b\le1$, every $x$ in $(a,b)$ has $f(x)\ge f(b)$, and integrating gives
$$(b-a)f(b)\le\int_a^b f.$$
The case $a=0$ is allowed, because the comparison is made only inside the cell.

```lean
/-- On a cell of the unit interval away from the singularity, the integral of a decreasing
integrable integrand is at most the left-endpoint box. -/
theorem integral_le_box {f : ℝ → ℝ} (hanti : AntitoneOn f (Ioc 0 1))
    (hint : IntervalIntegrable f volume 0 1) {a b : ℝ} (ha : 0 < a) (hab : a ≤ b)
    (hb : b ≤ 1) : ∫ x in a..b, f x ≤ (b - a) * f a := by
  have h : (∫ x in a..b, f x) ≤ ∫ _x in a..b, f a :=
    intervalIntegral.integral_mono_on_of_le_Ioo hab
      (integrable_between hint ⟨ha.le, hab.trans hb⟩ ⟨ha.le.trans hab, hb⟩)
      (continuous_const.intervalIntegrable a b)
      (fun x hx => hanti ⟨ha, hab.trans hb⟩ ⟨ha.trans hx.1, hx.2.le.trans hb⟩ hx.1.le)
  rwa [intervalIntegral.integral_const, smul_eq_mul] at h
```

Likewise $f(x)\le f(a)$ gives $\int_a^b f\le(b-a)f(a)$. Here $a>0$ is required, since $f$ may diverge at $0$.

## One more mesh point

```lean
/-- For a decreasing convex integrand, passing from `N ≥ 1` to `N + 1` mesh points does not
lower the mesh sum. -/
theorem meshSum_le_succ {f : ℝ → ℝ} (hanti : AntitoneOn f (Ioc 0 1))
    (hconv : ConvexOn ℝ (Ioc 0 1) f) {N : ℕ} (hN : 0 < N) :
    meshSum f N ≤ meshSum f (N + 1) := by
  have hN' : (0 : ℝ) < N := by exact_mod_cast hN
  -- `g k` are the values on the finer mesh
  obtain ⟨g, hg⟩ : ∃ g : ℕ → ℝ, ∀ k : ℕ, g k = f (((k : ℝ) + 1) / ((N : ℝ) + 1)) :=
    ⟨_, fun _ => rfl⟩
  have hmem : ∀ k : ℕ, k ≤ N → ((k : ℝ) + 1) / ((N : ℝ) + 1) ∈ Ioc (0 : ℝ) 1 := by
    intro k hk
    have hk' : (k : ℝ) ≤ N := by exact_mod_cast hk
    exact ⟨by positivity, (div_le_one (by positivity)).2 (by linarith)⟩
  -- convexity: each coarse value is bounded by its two fine neighbours
  have hpt : ∀ j ∈ Finset.range N, (N : ℝ) * f (((j : ℝ) + 1) / N) ≤
      ((N : ℝ) - (j + 1)) * g j + ((j : ℝ) + 1) * g (j + 1) := by
    intro j hj
    have hj' : j + 1 ≤ N := Finset.mem_range.mp hj
    have hjr : (j : ℝ) + 1 ≤ N := by exact_mod_cast hj'
    have ha : 0 ≤ ((N : ℝ) - (j + 1)) / N := div_nonneg (by linarith) hN'.le
    have hb : 0 ≤ ((j : ℝ) + 1) / N := by positivity
    have hab : ((N : ℝ) - (j + 1)) / N + ((j : ℝ) + 1) / N = 1 := by
      rw [← add_div, div_eq_one_iff_eq hN'.ne']
      ring
    have h := hconv.2 (hmem j (by omega)) (hmem (j + 1) hj') ha hb hab
    have heq : (((N : ℝ) - (j + 1)) / N) • (((j : ℝ) + 1) / ((N : ℝ) + 1)) +
        (((j : ℝ) + 1) / N) • ((((j + 1 : ℕ) : ℝ) + 1) / ((N : ℝ) + 1)) =
        ((j : ℝ) + 1) / N := by
      rw [smul_eq_mul, smul_eq_mul, div_mul_div_comm, div_mul_div_comm, ← add_div,
        div_eq_div_iff (by positivity) hN'.ne']
      push_cast
      ring
    rw [heq, smul_eq_mul, smul_eq_mul, ← hg j, ← hg (j + 1)] at h
    have e1 : (N : ℝ) * (((N : ℝ) - (j + 1)) / N) = N - (j + 1) := by field_simp
    have e2 : (N : ℝ) * (((j : ℝ) + 1) / N) = j + 1 := by field_simp
    refine (mul_le_mul_of_nonneg_left h hN'.le).trans (le_of_eq ?_)
    linear_combination g j * e1 + g (j + 1) * e2
  -- collecting the weights of each fine value
  have hw : ∀ m : ℕ, ∑ j ∈ Finset.range m,
      (((N : ℝ) - (j + 1)) * g j + ((j : ℝ) + 1) * g (j + 1)) =
      ((N : ℝ) - 1) * ∑ j ∈ Finset.range m, g j + m * g m := by
    intro m
    induction m with
    | zero => simp
    | succ m ih =>
      rw [Finset.sum_range_succ, Finset.sum_range_succ, ih]
      push_cast
      ring
  have hsum := Finset.sum_le_sum hpt
  rw [← Finset.mul_sum, hw N] at hsum
  -- the last fine value is at most the average of the others
  have hlast := Finset.card_nsmul_le_sum (Finset.range N) g (g N) (by
    intro j hj
    have hj' : j ≤ N := (Finset.mem_range.mp hj).le
    have hjr : (j : ℝ) ≤ N := by exact_mod_cast hj'
    rw [hg N, hg j]
    exact hanti (hmem j hj') (hmem N le_rfl) (by gcongr))
  rw [Finset.card_range, nsmul_eq_mul] at hlast
  have hS : ∑ j ∈ Finset.range (N + 1), f (((j : ℝ) + 1) / ((N + 1 : ℕ) : ℝ)) =
      ∑ j ∈ Finset.range N, g j + g N := by
    simp only [hg, Nat.cast_add, Nat.cast_one, Finset.sum_range_succ]
  unfold meshSum
  rw [hS, div_le_div_iff₀ hN' (by positivity)]
  push_cast
  refine le_of_mul_le_mul_left ?_ hN'
  nlinarith [mul_le_mul_of_nonneg_left hsum (by positivity : (0 : ℝ) ≤ (N : ℝ) + 1), hlast]
```

The claim is $S_N\le S_{N+1}$ for $N\ge1$. Write $g_k=f\big((k+1)/(N+1)\big)$, $k=0,\dots,N$, for the values on the finer mesh. Each coarse point is a weighted mean of two fine ones:
$$\frac{j+1}{N}=\frac{N-(j+1)}{N}\cdot\frac{j+1}{N+1}+\frac{j+1}{N}\cdot\frac{j+2}{N+1}.$$
Convexity, `ConvexOn ℝ (Ioc 0 1) f`, therefore gives, after multiplication by $N$,
$$N f\!\left(\frac{j+1}{N}\right)\le (N-j-1)\,g_j+(j+1)\,g_{j+1}.$$
This is `hpt`. Now sum over $j=0,\dots,N-1$. Each $g_k$ with $k<N$ collects the weight $(N-k-1)+k=N-1$, and $g_N$ collects $N$. With $G=\sum_{k=0}^{N-1}g_k$,
$$N^2S_N\le (N-1)G+N g_N.$$
Lean obtains the weights in `hw` by induction on the number of terms. Since $S_{N+1}=(G+g_N)/(N+1)$, it follows that
$$S_{N+1}-S_N\ge\frac{G+g_N}{N+1}-\frac{(N-1)G+Ng_N}{N^2}=\frac{G-Ng_N}{N^2(N+1)}\ge0.$$
The last step holds because $f$ is decreasing, so $g_N$ is at most each of the other $N$ values; this is `hlast`. The closing `nlinarith` combines the two inequalities.

## Bounds from both sides, and the limit

```lean
/-- For a decreasing integrable integrand, the mesh sum with `N ≥ 1` points never exceeds
the integral. -/
theorem meshSum_le_integral {f : ℝ → ℝ} (hanti : AntitoneOn f (Ioc 0 1))
    (hint : IntervalIntegrable f volume 0 1) {N : ℕ} (hN : 0 < N) :
    meshSum f N ≤ ∫ x in (0 : ℝ)..1, f x := by
  have hN' : (0 : ℝ) < N := by exact_mod_cast hN
  have hm : ∀ k : ℕ, k ≤ N → (k : ℝ) / N ∈ Icc (0 : ℝ) 1 := fun k hk =>
    ⟨by positivity, (div_le_one hN').2 (by exact_mod_cast hk)⟩
  have h := intervalIntegral.sum_integral_adjacent_intervals (f := f) (μ := volume)
    (a := fun k : ℕ => (k : ℝ) / N) (n := N)
    (fun k hk => integrable_between hint (hm k hk.le) (hm (k + 1) hk))
  simp only [Nat.cast_add, Nat.cast_one, Nat.cast_zero, zero_div, div_self hN'.ne'] at h
  rw [← h, meshSum, Finset.sum_div]
  refine Finset.sum_le_sum fun k hk => ?_
  have hb := (hm (k + 1) (Finset.mem_range.mp hk)).2
  simp only [Nat.cast_add, Nat.cast_one] at hb
  have e : ((k : ℝ) + 1) / N - k / N = 1 / N := by ring
  have hpos : (0 : ℝ) < 1 / N := by positivity
  calc f (((k : ℝ) + 1) / N) / N
      = (((k : ℝ) + 1) / N - k / N) * f (((k : ℝ) + 1) / N) := by rw [e]; ring
    _ ≤ _ := box_le_integral hanti hint (by positivity) (by linarith) hb
```

Cut $[0,1]$ into the cells from $k/N$ to $(k+1)/N$, $k=0,\dots,N-1$. By `box_le_integral`, each term $f((k+1)/N)/N$ is at most the integral over its cell. Adding the cells gives $S_N\le\int_0^1 f$. Convexity is not used.

```lean
/-- For a decreasing integrable integrand and `N ≥ 1`, the mesh error is at most the integral
over the first cell, next to the singularity, minus `f(1)/N`. -/
theorem integral_sub_meshSum_le {f : ℝ → ℝ} (hanti : AntitoneOn f (Ioc 0 1))
    (hint : IntervalIntegrable f volume 0 1) {N : ℕ} (hN : 0 < N) :
    (∫ x in (0 : ℝ)..1, f x) - meshSum f N ≤
      (∫ x in (0 : ℝ)..(1 / (N : ℝ)), f x) - f 1 / N := by
  have hN' : (0 : ℝ) < N := by exact_mod_cast hN
  obtain ⟨n, hn⟩ : ∃ n, N = n + 1 := ⟨N - 1, by omega⟩
  have hnr : (N : ℝ) = (n : ℝ) + 1 := by exact_mod_cast hn
  have hm : ∀ k : ℕ, k ≤ n → ((k : ℝ) + 1) / N ∈ Icc (0 : ℝ) 1 := by
    intro k hk
    have hk' : (k : ℝ) ≤ n := by exact_mod_cast hk
    exact ⟨by positivity, (div_le_one hN').2 (by linarith)⟩
  have h := intervalIntegral.sum_integral_adjacent_intervals (f := f) (μ := volume)
    (a := fun k : ℕ => ((k : ℝ) + 1) / N) (n := n)
    (fun k hk => integrable_between hint (hm k hk.le) (hm (k + 1) hk))
  simp only [Nat.cast_add, Nat.cast_one, Nat.cast_zero, zero_add, ← hnr,
    div_self hN'.ne'] at h
  -- the integral over each cell but the first is at most the left-endpoint box
  have hupper := Finset.sum_le_sum (s := Finset.range n)
    (f := fun k : ℕ => ∫ x in (((k : ℝ) + 1) / N)..(((k : ℝ) + 1 + 1) / N), f x)
    (g := fun k : ℕ => f (((k : ℝ) + 1) / N) / N) (by
      intro k hk
      have hb := (hm (k + 1) (Finset.mem_range.mp hk)).2
      simp only [Nat.cast_add, Nat.cast_one] at hb
      have e : ((k : ℝ) + 1 + 1) / N - (k + 1) / N = 1 / N := by ring
      have hpos : (0 : ℝ) < 1 / N := by positivity
      refine (integral_le_box hanti hint (by positivity) (by linarith) hb).trans
        (le_of_eq ?_)
      rw [e]
      ring)
  have hr : Finset.range N = Finset.range (n + 1) := by rw [hn]
  have hS : meshSum f N = ∑ k ∈ Finset.range n, f (((k : ℝ) + 1) / N) / N + f 1 / N := by
    rw [meshSum, Finset.sum_div, hr, Finset.sum_range_succ, ← hnr, div_self hN'.ne']
  have h1 : 1 / (N : ℝ) ∈ Icc (0 : ℝ) 1 := by simpa using hm 0 (Nat.zero_le n)
  have hsplit := intervalIntegral.integral_add_adjacent_intervals
    (integrable_between hint ⟨le_rfl, zero_le_one⟩ h1)
    (integrable_between hint h1 ⟨zero_le_one, le_rfl⟩)
  linarith
```

For the opposite bound, set the first cell aside. On the remaining cells, from $(k+1)/N$ to $(k+2)/N$ with $k=0,\dots,N-2$, `integral_le_box` gives
$$\int_{1/N}^1 f\le\frac1N\sum_{k=0}^{N-2}f\!\left(\frac{k+1}{N}\right)=S_N-\frac{f(1)}N.$$
Adding the first cell and rearranging,
$$\int_0^1 f-S_N\le\int_0^{1/N}f-\frac{f(1)}N.$$
For $N=1$ the sum is empty and both sides agree. Lean writes $N=n+1$ to separate the last mesh point.

```lean
/-- For a decreasing integrable integrand, the mesh sums converge to the integral. -/
theorem tendsto_meshSum {f : ℝ → ℝ} (hanti : AntitoneOn f (Ioc 0 1))
    (hint : IntervalIntegrable f volume 0 1) :
    Tendsto (meshSum f) atTop (𝓝 (∫ x in (0 : ℝ)..1, f x)) := by
  have h0 : (0 : ℝ) ∈ uIcc (0 : ℝ) 1 := left_mem_uIcc
  have hc := intervalIntegral.continuousOn_primitive_interval' hint h0 0 h0
  have hin : Tendsto (fun N : ℕ => 1 / (N : ℝ)) atTop (𝓝[uIcc (0 : ℝ) 1] 0) := by
    refine tendsto_nhdsWithin_iff.2 ⟨tendsto_const_div_atTop_nhds_zero_nat 1, ?_⟩
    filter_upwards [eventually_gt_atTop 0] with N hN
    have hN' : (1 : ℝ) ≤ N := by exact_mod_cast hN
    rw [uIcc_of_le (zero_le_one' ℝ)]
    exact ⟨by positivity, (div_le_one (by linarith)).2 hN'⟩
  -- the integral over the first cell vanishes in the limit
  have hcell : Tendsto (fun N : ℕ => ∫ x in (0 : ℝ)..(1 / (N : ℝ)), f x) atTop (𝓝 0) := by
    have h := hc.tendsto.comp hin
    rw [intervalIntegral.integral_same] at h
    exact h
  have hlow := (hcell.const_sub (∫ x in (0 : ℝ)..1, f x)).add
    (tendsto_const_div_atTop_nhds_zero_nat (f 1))
  rw [sub_zero, add_zero] at hlow
  refine tendsto_of_tendsto_of_tendsto_of_le_of_le' hlow tendsto_const_nhds ?_ ?_
  · filter_upwards [eventually_gt_atTop 0] with N hN
    linarith [integral_sub_meshSum_le hanti hint hN]
  · filter_upwards [eventually_gt_atTop 0] with N hN
    exact meshSum_le_integral hanti hint hN
```

`Tendsto … atTop (𝓝 …)` is the ordinary limit $N\to\infty$. The two bounds enclose the mesh sum:
$$\int_0^1 f-\int_0^{1/N}f+\frac{f(1)}N\le S_N\le\int_0^1 f.$$
The integral of an integrable function is continuous in its upper endpoint, so the first-cell integral tends to $0$ (`hcell`), as does $f(1)/N$. Squeezing gives $S_N\to\int_0^1 f$.

## Monotone convergence of the energy

```lean
/-- For a decreasing, convex, integrable integrand and a prefactor `c ≥ 0`, refining the mesh never
raises the exchange energy, which never falls below its limit `-c ∫ f` and converges to it. -/
theorem exchangeEnergy_monotone_convergence {c : ℝ} (hc : 0 ≤ c) {f : ℝ → ℝ}
    (hanti : AntitoneOn f (Ioc 0 1)) (hconv : ConvexOn ℝ (Ioc 0 1) f)
    (hint : IntervalIntegrable f volume 0 1) :
    (∀ M N : ℕ, 0 < M → M ≤ N → exchangeEnergy c f N ≤ exchangeEnergy c f M) ∧
    (∀ N : ℕ, 0 < N → -c * (∫ x in (0 : ℝ)..1, f x) ≤ exchangeEnergy c f N) ∧
    Tendsto (exchangeEnergy c f) atTop (𝓝 (-c * ∫ x in (0 : ℝ)..1, f x)) := by
  refine ⟨fun M N hM hMN => ?_, fun N hN => ?_, (tendsto_meshSum hanti hint).const_mul (-c)⟩
  · have h : meshSum f M ≤ meshSum f N := by
      induction N, hMN using Nat.le_induction with
      | base => exact le_rfl
      | succ n hn ih => exact ih.trans (meshSum_le_succ hanti hconv (by omega))
    unfold exchangeEnergy
    linarith [mul_le_mul_of_nonneg_left h hc]
  · unfold exchangeEnergy
    linarith [mul_le_mul_of_nonneg_left (meshSum_le_integral hanti hint hN) hc]
```

For $c\ge0$ and $f$ decreasing, convex and integrable, the three parts joined by `∧` read:

- $E_N\le E_M$ whenever $1\le M\le N$;
- $-c\int_0^1 f\le E_N$ for every $N\ge1$;
- $E_N\to-c\int_0^1 f$.

Induction from $M$ to $N$ chains the one-point steps, and multiplication by $-c\le0$ reverses the inequalities. No sign of $f$ is assumed, and its value at $0$ is never used. The theorem gives no explicit convergence rate and does not treat three-dimensional meshes.

## A logarithmic singularity and a step

```lean
/-- For the logarithmic singularity `f(q) = -log q` and `c ≥ 0`, the exchange energy never rises
under refinement of the mesh, never falls below `-c` and converges to `-c`. -/
theorem exchangeEnergy_log {c : ℝ} (hc : 0 ≤ c) :
    (∀ M N : ℕ, 0 < M → M ≤ N → exchangeEnergy c (fun q => -Real.log q) N ≤
      exchangeEnergy c (fun q => -Real.log q) M) ∧
    (∀ N : ℕ, 0 < N → -c ≤ exchangeEnergy c (fun q => -Real.log q) N) ∧
    Tendsto (exchangeEnergy c (fun q => -Real.log q)) atTop (𝓝 (-c)) := by
  have hI : ∫ q in (0 : ℝ)..1, -Real.log q = 1 := by
    rw [intervalIntegral.integral_neg, integral_log]
    norm_num
  have hanti : AntitoneOn (fun q : ℝ => -Real.log q) (Ioc 0 1) :=
    fun x hx y _ hxy => neg_le_neg (Real.log_le_log hx.1 hxy)
  have hconv : ConvexOn ℝ (Ioc 0 1) (fun q : ℝ => -Real.log q) :=
    strictConcaveOn_log_Ioi.concaveOn.neg.subset Ioc_subset_Ioi_self (convex_Ioc 0 1)
  have hint : IntervalIntegrable (fun q : ℝ => -Real.log q) volume 0 1 :=
    intervalIntegral.intervalIntegrable_log'.neg
  have h := exchangeEnergy_monotone_convergence hc hanti hconv hint
  rw [hI, mul_one] at h
  exact h
```

The function $f(q)=-\log q$ diverges at $q=0$ but is decreasing and convex on $(0,1]$, with
$$\int_0^1(-\log q)\,dq=\big[q-q\log q\big]_0^1=1,$$
where the lower endpoint is taken as a limit. The energies therefore never rise under refinement, stay at or above $-c$ and converge to $-c$. Lean checks the three hypotheses on $f$ and applies the previous theorem.

```lean
/-- Convexity cannot be dropped: for the decreasing step, integrable on the unit interval, that
equals `1` up to `q = 1/2` and `0` beyond, the mesh sum falls when the mesh goes from two points to
three. -/
theorem step_not_monotone :
    let f : ℝ → ℝ := fun q => if q ≤ 1 / 2 then 1 else 0
    Antitone f ∧ IntervalIntegrable f volume 0 1 ∧ meshSum f 3 < meshSum f 2 := by
  intro f
  have hf : Antitone f := by
    intro x y hxy
    simp only [f]
    split_ifs <;> linarith
  refine ⟨hf, hf.intervalIntegrable, ?_⟩
  -- expand the sums first, then evaluate the step at each mesh point
  simp only [meshSum, Finset.sum_range_succ, Finset.sum_range_zero]
  norm_num [f]

end

end ExchangeMesh
```

This is the step from the opening, extended to all real $q$. It is decreasing, and integrable on $(0,1]$, yet $S_3=1/3<1/2=S_2$, so those two properties alone do not make the mesh sums monotone. After the sums are expanded, `norm_num` evaluates the step at each mesh point. The bound $S_N\le\int_0^1 f$ and the convergence still apply to it, since neither needs convexity.

```lean
#print axioms ExchangeMesh.exchangeEnergy_monotone_convergence
#print axioms ExchangeMesh.exchangeEnergy_log
#print axioms ExchangeMesh.step_not_monotone
```

```
'ExchangeMesh.exchangeEnergy_monotone_convergence' depends on axioms: [propext, Classical.choice, Quot.sound]
'ExchangeMesh.exchangeEnergy_log' depends on axioms: [propext, Classical.choice, Quot.sound]
'ExchangeMesh.step_not_monotone' depends on axioms: [propext, Classical.choice, Quot.sound]
```
